# Orthonormal orbital sets have equal density matrices exactly when their Slater determinants agree up to a phase

## Orbitals, amplitudes and densities

To decide whether two sets of occupied orbitals describe the same N-electron state, we represent each Slater determinant by its amplitudes in a finite one-particle basis, not as a function of the electron coordinates. Let χ(j) be orthonormal spin-orbital basis functions. Column l of a matrix C holds the coefficients of occupied orbital l. If s assigns electron k to basis function s(k), put

a(C,s) = det [C(s(k),l)], with k and l running over N values.

If the occupied orbitals are orthonormal, the normalised wave function is

Ψ(x) = (1/√N!) Σₛ a(C,s) ∏ₖ χ(s(k))(xₖ).

The sum runs over all assignments. Those that repeat a basis function have amplitude zero, and reordering an assignment changes at most the sign.

For orthonormal occupied orbitals the density matrix is CCᴴ, where ᴴ denotes the conjugate transpose. A second set of orbitals has coefficient matrix D; this letter often denotes a density matrix in textbooks, but not here.

## The equivalence

Suppose CᴴC = 1 and DᴴD = 1. Then CCᴴ = DDᴴ holds exactly when there is a complex number z with |z| = 1 and

a(D,s) = z a(C,s) for every s.

Two Hartree–Fock determinants in the same finite basis can therefore be compared through their density matrices, even if their orbital coefficients look different. These must be the matrices over spin orbitals: in an unrestricted calculation the spin-up and spin-down blocks have to agree separately, not only their sum. No energy or self-consistency condition enters.

## From equal densities to a phase

Mixing the orbitals by an N by N matrix U multiplies the matrix of selected rows by U from the right, so

a(CU,s) = a(C,s) det U.

Now assume CCᴴ = DDᴴ and set W = CᴴD, the overlap matrix between the two orbital sets. Then

CW = CCᴴD = DDᴴD = D,

WᴴW = DᴴCW = DᴴD = 1.

The second line gives |det W|² = 1. The first gives a(D,s) = det W · a(C,s), so the phase is the overlap determinant.

## From proportional amplitudes to equal densities

The two sets play symmetric roles, so let a(C,s) = z a(D,s) for every s. For any N by n matrix A, with n the number of basis functions, row k of AC is the sum over j of A(k,j) times row j of C. Expanding the determinant linearly in every row gives

det(AC) = Σₛ ∏ₖ A(k,s(k)) · a(C,s).

The same formula holds for D, hence det(AC) = z det(AD) for every A.

Take A to be Cᴴ with row k replaced by the unit vector at basis function i. Then AC is the identity with row k replaced by row i of C, and its determinant is C(i,k). Likewise AD is W = CᴴD with row k replaced by row i of D. Expanding along that row, with adj W the adjugate (the transposed cofactor matrix), gives

C(i,k) = z Σₗ D(i,l) (adj W)(l,k).

So C = DM with M = z adj W. Orthonormality gives

1 = CᴴC = MᴴDᴴDM = MᴴM.

Since M is square, MMᴴ = 1 as well, and

CCᴴ = DMMᴴDᴴ = DDᴴ.

This direction never uses |z| = 1.

## Reading the Lean statement

The main theorem is `density_eq_iff_slater_phase`. The finite type `n` labels basis functions, while `Fin N` labels both electrons and occupied orbitals, counting from zero. `density C` is CCᴴ, without the factor 2 of closed-shell conventions. `slater C s` is a(C,s); dividing by √N! gives the normalised amplitude. The hypotheses `hC` and `hD` state orthonormality.

These hypotheses presuppose an orthonormal basis. For atomic orbitals with overlap matrix S, the condition is CᴴSC = 1, and the theorem can be applied to S^(1/2)C and S^(1/2)D.

```lean
import Mathlib

open Matrix

namespace SlaterDensityPhase

variable {n : Type*} [Fintype n] {N : ℕ}

/-- The matrix `C Cᴴ`, where the columns of `C` hold the coefficients of the occupied orbitals. It
is their density matrix when these columns are orthonormal. -/
def density (C : Matrix n (Fin N) ℂ) : Matrix n n ℂ := C * Cᴴ

/-- The amplitude, without the factor `1/√N!`, of the Slater determinant of the orbitals `C`
with electron `k` in basis function `s k`: the minor of `C` on the rows `s`. -/
def slater (C : Matrix n (Fin N) ℂ) (s : Fin N → n) : ℂ := (C.submatrix s id).det

omit [Fintype n] in
/-- Mixing the occupied orbitals by a matrix `U` multiplies every amplitude of the Slater
determinant by `det U`. -/
theorem slater_mul (C : Matrix n (Fin N) ℂ) (U : Matrix (Fin N) (Fin N) ℂ) (s : Fin N → n) :
    slater (C * U) s = slater C s * U.det := by
  have h : (C * U).submatrix s id = C.submatrix s id * U := by
    ext i j
    simp [Matrix.mul_apply]
  rw [slater, h, Matrix.det_mul, slater]

/-- The determinant of `A C` is the sum, over all placements `s` of the electrons in basis
functions, of the product of the entries `A k (s k)` times the amplitude `slater C s`. -/
theorem det_mul_eq_sum_slater (A : Matrix (Fin N) n ℂ) (C : Matrix n (Fin N) ℂ) :
    (A * C).det = ∑ s : Fin N → n, (∏ k, A k (s k)) * slater C s := by
  have h : (fun k => (A * C) k) = fun k => ∑ j, A k j • C j := by
    funext k l
    simp [Matrix.mul_apply, Finset.sum_apply]
  have e : (A * C).det = (Matrix.detRowAlternating (R := ℂ) (n := Fin N)).toMultilinearMap
      (fun k => (A * C) k) := rfl
  -- the determinant is linear in each row
  rw [e, h, MultilinearMap.map_sum]
  refine Finset.sum_congr rfl fun s _ => ?_
  rw [MultilinearMap.map_smul_univ]
  rfl

/-- If the orbitals `C` are orthonormal and the amplitudes of `C` are `z` times those of `D`,
then the orbitals `C` are explicit linear combinations of the orbitals `D`. -/
theorem orbitals_of_slater {C D : Matrix n (Fin N) ℂ} {z : ℂ} (hC : Cᴴ * C = 1)
    (h : ∀ s, slater C s = z * slater D s) :
    C = z • (D * (Cᴴ * D).adjugate) := by
  classical
  have hA : ∀ A : Matrix (Fin N) n ℂ, (A * C).det = z * (A * D).det := by
    intro A
    rw [det_mul_eq_sum_slater, det_mul_eq_sum_slater, Finset.mul_sum]
    refine Finset.sum_congr rfl fun s _ => ?_
    rw [h s]
    ring
  ext i k
  -- replace row `k` of `Cᴴ` by the basis vector `i`
  have hr : ∀ E : Matrix n (Fin N) ℂ,
      Cᴴ.updateRow k (Pi.single i 1) * E = (Cᴴ * E).updateRow k (E i) := by
    intro E
    ext a b
    by_cases hak : a = k
    · simp [Matrix.mul_apply, Matrix.updateRow_apply, hak, Pi.single_apply]
    · simp [Matrix.mul_apply, Matrix.updateRow_apply, hak]
  -- Cramer's rule
  have hd : ∀ (W : Matrix (Fin N) (Fin N) ℂ) (b : Fin N → ℂ),
      (W.updateRow k b).det = ∑ l, b l * W.adjugate l k := by
    intro W b
    rw [← Matrix.cramer_transpose_apply, Matrix.cramer_eq_adjugate_mulVec,
      ← Matrix.adjugate_transpose]
    simp [Matrix.mulVec, dotProduct, mul_comm]
  have key := hA (Cᴴ.updateRow k (Pi.single i 1))
  rw [hr, hr, hC, hd, hd, Matrix.adjugate_one] at key
  simpa [Matrix.mul_apply, Matrix.one_apply] using key

/-- Two sets of orthonormal orbitals whose Slater determinants are proportional have the same
density matrix. -/
theorem density_eq_of_slater {C D : Matrix n (Fin N) ℂ} {z : ℂ} (hC : Cᴴ * C = 1)
    (hD : Dᴴ * D = 1) (h : ∀ s, slater C s = z * slater D s) :
    density C = density D := by
  obtain ⟨M, hM⟩ : ∃ M : Matrix (Fin N) (Fin N) ℂ, C = D * M :=
    ⟨z • (Cᴴ * D).adjugate, by
      rw [Matrix.mul_smul]
      exact orbitals_of_slater hC h⟩
  -- orthonormality of both sets makes the mixing unitary
  have h1 : Mᴴ * M = 1 := by
    calc Mᴴ * M = Mᴴ * (Dᴴ * D) * M := by rw [hD, Matrix.mul_one]
      _ = (D * M)ᴴ * (D * M) := by simp only [Matrix.conjTranspose_mul, Matrix.mul_assoc]
      _ = 1 := by rw [← hM, hC]
  have h2 : M * Mᴴ = 1 := mul_eq_one_comm.mp h1
  calc C * Cᴴ = D * (M * Mᴴ) * Dᴴ := by
        rw [hM]
        simp only [Matrix.conjTranspose_mul, Matrix.mul_assoc]
    _ = D * Dᴴ := by rw [h2, Matrix.mul_one]

/-- If the orbitals `D` are orthonormal and `C` has the same density matrix, then the overlap
determinant `det (Cᴴ D)` is a phase, and it carries every amplitude of `C` into that of `D`. -/
theorem slater_of_density_eq {C D : Matrix n (Fin N) ℂ} (hD : Dᴴ * D = 1)
    (h : density C = density D) :
    ‖(Cᴴ * D).det‖ = 1 ∧ ∀ s, slater D s = (Cᴴ * D).det * slater C s := by
  have h' : C * Cᴴ = D * Dᴴ := h
  -- the density matrix projects onto the occupied space
  have hCD : C * (Cᴴ * D) = D := by
    rw [← Matrix.mul_assoc, h', Matrix.mul_assoc, hD, Matrix.mul_one]
  have hW : (Cᴴ * D)ᴴ * (Cᴴ * D) = 1 := by
    rw [Matrix.conjTranspose_mul, Matrix.conjTranspose_conjTranspose, Matrix.mul_assoc, hCD, hD]
  constructor
  · have h1 := congrArg (fun M => ‖Matrix.det M‖) hW
    simp only [Matrix.det_mul (Cᴴ * D)ᴴ, Matrix.det_conjTranspose (Cᴴ * D), norm_mul,
      norm_star, Matrix.det_one, norm_one] at h1
    rcases mul_self_eq_one_iff.mp h1 with h2 | h2
    · exact h2
    · linarith [norm_nonneg (Cᴴ * D).det]
  · intro s
    have h3 := slater_mul C (Cᴴ * D) s
    rw [hCD] at h3
    rw [h3, mul_comm]

/-- Two sets of orthonormal orbitals have the same density matrix exactly when their Slater
determinants agree up to one common phase. -/
theorem density_eq_iff_slater_phase {C D : Matrix n (Fin N) ℂ} (hC : Cᴴ * C = 1)
    (hD : Dᴴ * D = 1) :
    density C = density D ↔ ∃ z : ℂ, ‖z‖ = 1 ∧ ∀ s, slater D s = z * slater C s := by
  constructor
  · intro h
    exact ⟨(Cᴴ * D).det, slater_of_density_eq hD h⟩
  · rintro ⟨z, _, h⟩
    exact (density_eq_of_slater hD hC h).symm

/-- Two occupied orbitals in three basis functions, and a complex mixture of them: both sets are
orthonormal, their density matrices agree, and their overlap determinant is `i`. -/
theorem density_eq_witness :
    let C : Matrix (Fin 3) (Fin 2) ℂ := !![1, 0; 0, 1; 0, 0]
    let D : Matrix (Fin 3) (Fin 2) ℂ :=
      !![3 / 5, -(4 / 5) * Complex.I; 4 / 5, 3 / 5 * Complex.I; 0, 0]
    Cᴴ * C = 1 ∧ Dᴴ * D = 1 ∧ density C = density D ∧ (Cᴴ * D).det = Complex.I := by
  intro C D
  -- real numbers are their own conjugates
  have h3 : (starRingEnd ℂ) 3 = 3 := Complex.conj_eq_iff_im.mpr (by simp)
  have h4 : (starRingEnd ℂ) 4 = 4 := Complex.conj_eq_iff_im.mpr (by simp)
  have h5 : (starRingEnd ℂ) 5 = 5 := Complex.conj_eq_iff_im.mpr (by simp)
  refine ⟨?_, ?_, ?_, ?_⟩
  · ext i j
    fin_cases i <;> fin_cases j <;> simp [C, Matrix.mul_apply, Fin.sum_univ_succ]
  · ext i j
    fin_cases i <;> fin_cases j <;>
      simp [D, h3, h4, h5, Matrix.mul_apply, Fin.sum_univ_succ, Complex.ext_iff] <;> norm_num
  · ext i j
    fin_cases i <;> fin_cases j <;>
      simp [C, D, density, h3, h4, h5, Matrix.mul_apply, Fin.sum_univ_succ,
        Complex.ext_iff] <;> norm_num
  · rw [Matrix.det_fin_two]
    simp [C, D, Matrix.mul_apply, Fin.sum_univ_succ, Complex.ext_iff]
    norm_num

/-- Without orthonormality the determinant does not fix `C Cᴴ`: stretching one orbital by two and
shrinking the other by two keeps every amplitude but changes `C Cᴴ`. -/
theorem slater_eq_density_ne :
    (∀ s, slater (!![2, 0; 0, 1 / 2] : Matrix (Fin 2) (Fin 2) ℂ) s
      = slater (1 : Matrix (Fin 2) (Fin 2) ℂ) s) ∧
    density (!![2, 0; 0, 1 / 2] : Matrix (Fin 2) (Fin 2) ℂ)
      ≠ density (1 : Matrix (Fin 2) (Fin 2) ℂ) := by
  constructor
  · intro s
    have h := slater_mul (1 : Matrix (Fin 2) (Fin 2) ℂ) !![2, 0; 0, 1 / 2] s
    rw [Matrix.one_mul] at h
    rw [h, Matrix.det_fin_two_of]
    norm_num
  · intro h
    have h2 : (starRingEnd ℂ) 2 = 2 := Complex.conj_eq_iff_im.mpr (by simp)
    have h0 := congrFun (congrFun h 0) 0
    norm_num [density, h2, Matrix.mul_apply, Fin.sum_univ_succ] at h0

end SlaterDensityPhase
```

```lean
#print axioms SlaterDensityPhase.density_eq_iff_slater_phase
#print axioms SlaterDensityPhase.slater_eq_density_ne
```

```
'SlaterDensityPhase.density_eq_iff_slater_phase' depends on axioms: [propext, Classical.choice, Quot.sound]
'SlaterDensityPhase.slater_eq_density_ne' depends on axioms: [propext, Classical.choice, Quot.sound]
```

## How the lemmas fit together

`slater_mul` is the mixing rule. In `slater_of_density_eq`, `hCD` is the identity CW = D and `hW` is WᴴW = 1. Taking the norm of the determinant of `hW` gives a square equal to one, and nonnegativity of the norm rules out −1.

For the converse, `orbitals_of_slater` first proves the proportionality of det(AC) and det(AD) as `hA`. Its step `hr` computes the effect of replacing a row of Cᴴ, and `hd` is the expansion along the replaced row, obtained from Mathlib's form of Cramer's rule. `density_eq_of_slater` then shows that the mixing matrix is unitary, using `mul_eq_one_comm` to turn MᴴM = 1 into MMᴴ = 1. The main theorem joins the two directions, with C and D exchanged in the second.

`density_eq_witness` gives a concrete pair with two electrons in three basis functions: the orbitals of D are a complex mixture of those of C, and the overlap determinant is i.

## The determinant as a multilinear map

The expansion in `det_mul_eq_sum_slater` rests on `Matrix.detRowAlternating`, which presents the determinant as an alternating multilinear function of its rows. Once each row of AC is written as a sum, `MultilinearMap.map_sum` turns the determinant into a single sum over all functions `s : Fin N → n`, one choice of summand per row. `MultilinearMap.map_smul_univ` then extracts the product of the coefficients. What remains is the determinant of the chosen rows of C, which is `slater C s` by definition. Summing over all functions avoids having to order the basis or select increasing index sets.

## Orthogonal orbitals without normalisation

Take two basis functions and compare the identity matrix with diag(2, 1/2). Both determinants are 1, so all amplitudes agree; with electrons 0 and 1 in basis functions 0 and 1, the normalised amplitude is 1/√2 in both cases. Yet the matrices CCᴴ are the identity and diag(4, 1/4). This is `slater_eq_density_ne`. It shows that orthogonality within each set is not enough, even if one set is also normalised: stretching one orbital and shrinking the other leaves the determinant unchanged but alters CCᴴ. The state itself, and so its density matrix, is the same in both cases; for the stretched set CCᴴ is simply not that density matrix.
